# The spin-orbit matrix of a p shell: $(X-1)(X+2)=0$, projectors of trace 4 and 2, and time reversal

## Physical setting

In the on-site approximation to spin-orbit coupling for a tight-binding model with $p$ orbitals, one places on each atom the $6\times6$ block $\xi\,\mathbf L\cdot\mathbf S$, written in the basis $p_x,p_y,p_z$ times spin up and down, where $\xi\neq0$ is a real coupling constant. With $\hbar=1$ and $\mathbf S=\boldsymbol\sigma/2$ the block is $\tfrac{\xi}{2}X$, where

$$X=\sum_a L_a\otimes\sigma_a ,\qquad (L_a)_{jk}=-i\,\epsilon_{ajk}.$$

Here $\sigma_a$ are the Pauli matrices and $\epsilon$ is the Levi-Civita symbol with $\epsilon_{012}=1$. Indices follow Lean: $a,b,c,d\in\{0,1,2\}$ stand for the directions $x,y,z$, the orbital indices $j,k,r\in\{0,1,2\}$ for $p_x,p_y,p_z$, and $s\in\{0,1\}$ for $\uparrow,\downarrow$. For one electron in one isolated $p$ shell with this term alone, the result fixes the projectors onto the levels $\xi/2$ and $-\xi$ and shows that the block respects time reversal.

Time reversal is $T=UK$, where $K$ conjugates the components of a vector and $U=1\otimes i\sigma_1$, with $\sigma_1=\sigma_y$. The entries of $i\sigma_1$ are $+1$ at position $(0,1)$ and $-1$ at $(1,0)$, so

$$(Tv)_{j0}=\overline{v_{j1}},\qquad (Tv)_{j1}=-\overline{v_{j0}}.$$

## Statement

Set $P=(X+2)/3$ and $Q=(1-X)/3$.

The theorem `p_spinOrbit` says that $X$ is Hermitian, that $\operatorname{tr}X=0$, that $T(Xv)=X(Tv)$ for every vector $v$, and that $(X-1)(X+2)=0$.

The theorem `p_projectors` says that $P^2=P$, $Q^2=Q$, $PQ=0$, $P+Q=1$; that $P$ and $Q$ are Hermitian; that $\operatorname{tr}P=4$ and $\operatorname{tr}Q=2$; that $XP=P$ and $XQ=-2Q$; and that $T(Pv)=P(Tv)$ and $T(Qv)=Q(Tv)$ for every $v$.

The theorem `timeRev_antiunitary` says, for any finite set of orbitals, any vectors $u,v$ and any complex $c$, that $T(u+v)=Tu+Tv$, $T(cv)=\bar c\,Tv$, $\langle Tu,Tv\rangle=\overline{\langle u,v\rangle}$ and $T^2v=-v$, where $\langle u,v\rangle=\sum_{j,s}\overline{u_{js}}\,v_{js}$.

## Derivation

*Square of $X$.* Let $L_0,L_1,L_2$ be any square matrices with $[L_a,L_b]=i\sum_c\epsilon_{abc}L_c$, and let $L^2=\sum_aL_aL_a$. The Pauli rule $\sigma_a\sigma_b=\delta_{ab}+i\sum_c\epsilon_{abc}\sigma_c$ gives

$$X^2=\sum_{a,b}L_aL_b\otimes\sigma_a\sigma_b=L^2\otimes1+i\sum_c\Big(\sum_{a,b}\epsilon_{abc}L_aL_b\Big)\otimes\sigma_c .$$

By antisymmetry of $\epsilon$ and by $\sum_{a,b}\epsilon_{abc}\epsilon_{abd}=2\delta_{cd}$,

$$\sum_{a,b}\epsilon_{abc}L_aL_b=\tfrac12\sum_{a,b}\epsilon_{abc}[L_a,L_b]=\tfrac i2\sum_{a,b,d}\epsilon_{abc}\epsilon_{abd}L_d=iL_c .$$

Hence $X^2=L^2\otimes1-X$. If $L^2=l(l+1)$ for a number $l$, then $(X-l)(X+l+1)=X^2+X-l(l+1)=0$.

*Trace and adjoint.* One has $\operatorname{tr}(L_a\otimes\sigma_a)=\operatorname{tr}L_a\operatorname{tr}\sigma_a=0$ whatever $L_a$ is. Also $(L_a\otimes\sigma_a)^\dagger=L_a^\dagger\otimes\sigma_a$, so $X$ is Hermitian when the $L_a$ are.

*Properties of $T$.* Additivity and antilinearity come from $K$, since $U$ is linear. The component formulas give $\langle Tu,Tv\rangle=\sum_j\big(u_{j1}\overline{v_{j1}}+u_{j0}\overline{v_{j0}}\big)=\overline{\langle u,v\rangle}$. Applied twice they give $(T^2v)_{j0}=\overline{(Tv)_{j1}}=-v_{j0}$ and $(T^2v)_{j1}=-\overline{(Tv)_{j0}}=-v_{j1}$.

*Commutation.* A bar on a matrix means entrywise conjugation. Since $T(Xv)=U\bar X\bar v$ and $X(Tv)=XU\bar v$, it is enough that $U\bar X=XU$. For purely imaginary entries $\bar L_a=-L_a$. For the spin factor, $i\sigma_1\bar\sigma_a=-\sigma_a\,i\sigma_1$, because $\sigma_0$ and $\sigma_2$ are real and anticommute with $\sigma_1$, while $\bar\sigma_1=-\sigma_1$ commutes with it. The two signs cancel:

$$U\bar X=\sum_a(-L_a)\otimes(-\sigma_a\,i\sigma_1)=XU .$$

*The $p$ matrices.* They are purely imaginary and antisymmetric, hence Hermitian. Contraction over $r$ gives

$$(L_aL_b)_{jk}=-\sum_r\epsilon_{ajr}\epsilon_{brk}=\delta_{ab}\delta_{jk}-\delta_{ak}\delta_{bj}.$$

Exchanging $a$ and $b$ and subtracting gives $[L_a,L_b]_{jk}=\delta_{aj}\delta_{bk}-\delta_{ak}\delta_{bj}=\sum_c\epsilon_{abc}\epsilon_{cjk}=i\sum_c\epsilon_{abc}(L_c)_{jk}$. Setting $b=a$ and summing gives $(L^2)_{jk}=3\delta_{jk}-\delta_{jk}=2\delta_{jk}$. So $l=1$ serves, and $X^2=2-X$.

*Projectors.* Replacing $X^2$ by $2-X$ each time,

$$P^2=\tfrac19(X^2+4X+4)=\tfrac19(3X+6)=P,\qquad Q^2=\tfrac19(1-2X+X^2)=\tfrac19(3-3X)=Q,$$

$$PQ=\tfrac19(2-X-X^2)=0,\qquad XP=\tfrac13(X^2+2X)=P,\qquad XQ=\tfrac13(X-X^2)=-2Q,$$

and $P+Q=3/3=1$. The identity has trace 6, so $\operatorname{tr}P=12/3=4$ and $\operatorname{tr}Q=6/3=2$. Both matrices are combinations of $X$ and $1$ with real coefficients. They are therefore Hermitian, and they commute with $T$ because real coefficients pass through an antilinear map unchanged.

*An instance with numbers.* Let $e_j$ be the orbital basis vectors and $w=e_0+ie_1$. From $L_0e_2=-ie_1$, $L_1e_2=ie_0$, $L_2e_2=0$ and $\sigma_0{\uparrow}={\downarrow}$, $\sigma_1{\uparrow}=i{\downarrow}$ follows $X(e_2{\uparrow})=-w{\downarrow}$. Therefore

$$Q(e_2{\uparrow})=\tfrac13\big(e_2{\uparrow}+w{\downarrow}\big),\qquad P(e_2{\uparrow})=\tfrac13\big(2e_2{\uparrow}-w{\downarrow}\big),$$

with squared norms $1/3$ and $2/3$. From $L_0w=-e_2$, $L_1w=-ie_2$, $L_2w=w$ and $\sigma_0{\downarrow}={\uparrow}$, $\sigma_1{\downarrow}=-i{\uparrow}$, $\sigma_2{\downarrow}=-{\downarrow}$ follows $X(w{\downarrow})=-2e_2{\uparrow}-w{\downarrow}$. The unit vector $q=(e_2{\uparrow}+w{\downarrow})/\sqrt3$ then has $Xq=-2q$. Its image $Tq=\big((e_0-ie_1){\uparrow}-e_2{\downarrow}\big)/\sqrt3$ is orthogonal to $q$, and $X(Tq)=T(-2q)=-2\,Tq$.

*Other shells.* The same algebra gives $P_l^2=P_l$, $Q_l^2=Q_l$, $P_lQ_l=0$ and $P_l+Q_l=1$ for $P_l=(X+l+1)/(2l+1)$ and $Q_l=(l-X)/(2l+1)$, with an integer $l\ge0$ and matrices $L_a$ of size $2l+1$ that obey the commutation relations above and have $L^2=l(l+1)$. The traces come out as $2l+2$ and $2l$, which is 2 and 0 for an $s$ shell and 6 and 4 for a $d$ shell.

## What the formal version assumes

A vector is a function on `n × Fin 2`, the set of pairs $(j,s)$, where `n` is any finite type of orbital labels and is `Fin 3` for the $p$ shell. The symbol `⊗ₖ` is the Kronecker product with the orbital factor first, `*ᵥ` applies a matrix to a vector, `star` conjugates componentwise, and `star u ⬝ᵥ v` is $\langle u,v\rangle$. The objects `eps`, `pauli`, `pL`, `spinOrbit`, `spinFlip`, `timeRev`, `projUpper` and `projLower` are $\epsilon$, $\sigma_a$, the $p$ matrices $L_a$, $X$, $U$, $T$, $P$ and $Q$. Being antilinear, $T$ is not a matrix, so `timeRev` is a function on vectors and each commutation is stated for all $v$. The overall phase of $T$ is a convention fixed by `spinFlip`.

The two $p$-shell theorems have no hypotheses, and the physics enters through the definitions. The matrices `pL` are given by their formula and are not derived from $\mathbf r\times\mathbf p$ acting on orbitals. That componentwise conjugation is the orbital part of time reversal rests on $p_x,p_y,p_z$ being real functions, and this is built into `timeRev`. The constant $\xi$, radial functions, hopping, crystal fields and a second electron are absent. The theorems speak of traces. The step from the trace of a projector to the dimension of its range, which makes the levels $\xi/2$ and $-\xi$ fourfold and twofold, is not carried out in Lean, and neither are the total angular momentum quantum numbers $3/2$ and $1/2$ of these two levels, the numerical instance, the projectors for other shells or the example below. The values 4 and 2 come from $\operatorname{tr}X=0$ and $\operatorname{tr}1=6$; the antiunitarity of $T$, $T^2=-1$, $TX=XT$ and the Hermiticity of $X$ are the premises of Kramers' degeneracy theorem, whose conclusion is not among the statements.

The general lemmas have hypotheses. `spinOrbit_sq` needs `IsAngMom L`, the commutation relations; `spinOrbit_factor` adds $L^2=l(l+1)$ for an arbitrary complex `l`; `timeRev_spinOrbit` needs only `hL`, purely imaginary entries.

The condition `hL` depends on the basis. Take $l=1$ in the basis $|m\rangle$, $m=1,0,-1$, with $L_2=\operatorname{diag}(1,0,-1)$ and real ladder matrices $L_\pm=L_0\pm iL_1$ whose nonzero entries are $\sqrt2$. These $L_a$ are Hermitian, obey the commutation relations and have $L^2=2$, but $L_2$ is real. With $\sigma_\pm=(\sigma_0\pm i\sigma_1)/2$ one has $X=L_2\otimes\sigma_2+L_+\otimes\sigma_-+L_-\otimes\sigma_+$. For $v=|1\rangle{\uparrow}$ this gives $Xv=v$, so $T(Xv)=-|1\rangle{\downarrow}$, whereas $X(Tv)=|1\rangle{\downarrow}-\sqrt2\,|0\rangle{\uparrow}$. Conjugation of components in this basis leaves $m$ unchanged, while time reversal has to reverse it.

## The Lean file

```lean
import Mathlib

open Matrix Complex
open scoped Kronecker

namespace SpinOrbitPShell

noncomputable section

variable {n : Type} [Fintype n] [DecidableEq n]

/-- The Levi-Civita symbol `ε_abc`. -/
def eps : Fin 3 → Fin 3 → Fin 3 → ℂ :=
  ![![![0, 0, 0], ![0, 0, 1], ![0, -1, 0]],
    ![![0, 0, -1], ![0, 0, 0], ![1, 0, 0]],
    ![![0, 1, 0], ![-1, 0, 0], ![0, 0, 0]]]

/-- The Pauli matrices `σ_x, σ_y, σ_z`. -/
def pauli : Fin 3 → Matrix (Fin 2) (Fin 2) ℂ :=
  ![!![0, 1; 1, 0], !![0, -I; I, 0], !![1, 0; 0, -1]]

/-- Orbital angular momentum in the basis `p_x, p_y, p_z`: `(L_a)_jk = -i ε_ajk`. -/
def pL (a : Fin 3) : Matrix (Fin 3) (Fin 3) ℂ := Matrix.of fun j k => -I * eps a j k

/-- The angular momentum commutation relations `[L_a, L_b] = i ε_abc L_c`. -/
def IsAngMom (L : Fin 3 → Matrix n n ℂ) : Prop :=
  ∀ a b, L a * L b - L b * L a = ∑ c, (I * eps a b c) • L c

/-- The spin-orbit matrix `X = ∑_a L_a ⊗ σ_a`. -/
def spinOrbit (L : Fin 3 → Matrix n n ℂ) : Matrix (n × Fin 2) (n × Fin 2) ℂ :=
  ∑ a, L a ⊗ₖ pauli a

/-- The matrix `1 ⊗ i σ_y`. -/
def spinFlip (n : Type) [DecidableEq n] : Matrix (n × Fin 2) (n × Fin 2) ℂ :=
  (1 : Matrix n n ℂ) ⊗ₖ (I • pauli 1)

/-- Time reversal `T = (1 ⊗ i σ_y) K`, with `K` the complex conjugation of components. -/
def timeRev (v : n × Fin 2 → ℂ) : n × Fin 2 → ℂ := spinFlip n *ᵥ star v

/-- The matrix `P = (X + 2)/3` for p orbitals. -/
def projUpper : Matrix (Fin 3 × Fin 2) (Fin 3 × Fin 2) ℂ :=
  (1 / 3 : ℂ) • (spinOrbit pL + (2 : ℂ) • 1)

/-- The matrix `Q = (1 - X)/3` for p orbitals. -/
def projLower : Matrix (Fin 3 × Fin 2) (Fin 3 × Fin 2) ℂ :=
  (1 / 3 : ℂ) • (1 - spinOrbit pL)

/-- The Pauli product rule `σ_a σ_b = δ_ab + i ε_abc σ_c`. -/
theorem pauli_mul (a b : Fin 3) :
    pauli a * pauli b = (if a = b then 1 else 0) + ∑ c, (I * eps a b c) • pauli c := by
  ext i j
  fin_cases a <;> fin_cases b <;> fin_cases i <;> fin_cases j <;>
    simp [pauli, eps, Matrix.mul_apply, Fin.sum_univ_three, Fin.sum_univ_two]

omit [DecidableEq n] in
/-- For any angular momentum matrices, `X² = L² ⊗ 1 - X` with `L² = ∑_a L_a L_a`. -/
theorem spinOrbit_sq (L : Fin 3 → Matrix n n ℂ) (h : IsAngMom L) :
    spinOrbit L * spinOrbit L
      = (∑ a, L a * L a) ⊗ₖ (1 : Matrix (Fin 2) (Fin 2) ℂ) - spinOrbit L := by
  have h01 : L 0 * L 1 = L 1 * L 0 + I • L 2 := by
    rw [← sub_eq_iff_eq_add', h 0 1]; simp [eps, Fin.sum_univ_three]
  have h12 : L 1 * L 2 = L 2 * L 1 + I • L 0 := by
    rw [← sub_eq_iff_eq_add', h 1 2]; simp [eps, Fin.sum_univ_three]
  have h20 : L 2 * L 0 = L 0 * L 2 + I • L 1 := by
    rw [← sub_eq_iff_eq_add', h 2 0]; simp [eps, Fin.sum_univ_three]
  have pd : ∀ a, pauli a * pauli a = 1 := by
    intro a; rw [pauli_mul]; fin_cases a <;> simp [eps, Fin.sum_univ_three]
  have p01 : pauli 0 * pauli 1 = I • pauli 2 := by
    rw [pauli_mul]; simp [eps, Fin.sum_univ_three]
  have p12 : pauli 1 * pauli 2 = I • pauli 0 := by
    rw [pauli_mul]; simp [eps, Fin.sum_univ_three]
  have p20 : pauli 2 * pauli 0 = I • pauli 1 := by
    rw [pauli_mul]; simp [eps, Fin.sum_univ_three]
  have p10 : pauli 1 * pauli 0 = (-I) • pauli 2 := by
    rw [pauli_mul]; simp [eps, Fin.sum_univ_three]
  have p21 : pauli 2 * pauli 1 = (-I) • pauli 0 := by
    rw [pauli_mul]; simp [eps, Fin.sum_univ_three]
  have p02 : pauli 0 * pauli 2 = (-I) • pauli 1 := by
    rw [pauli_mul]; simp [eps, Fin.sum_univ_three]
  -- diagonal terms give L² ⊗ 1, the cross terms pair up into commutators
  simp only [spinOrbit, Fin.sum_univ_three, Matrix.add_mul, Matrix.mul_add,
    ← mul_kronecker_mul, pd, p01, p12, p20, p10, p21, p02, h01, h12, h20, add_kronecker,
    smul_kronecker, kronecker_smul, smul_add, smul_smul, I_mul_I]
  module

/-- If the `L_a` obey the angular momentum relations and `L² = l (l + 1)`, then `(X - l)(X + l + 1) = 0`. -/
theorem spinOrbit_factor (L : Fin 3 → Matrix n n ℂ) (h : IsAngMom L) (l : ℂ)
    (hC : ∑ a, L a * L a = (l * (l + 1)) • 1) :
    (spinOrbit L - l • 1) * (spinOrbit L + (l + 1) • 1) = 0 := by
  have hsq := spinOrbit_sq L h
  rw [hC, smul_kronecker, one_kronecker_one] at hsq
  simp only [sub_mul, mul_add, smul_mul_assoc, mul_smul_comm, one_mul, mul_one, hsq]
  module

omit [DecidableEq n] in
/-- `X` is traceless for any `L_a`, and Hermitian when the `L_a` are Hermitian. -/
theorem spinOrbit_trace_hermitian (L : Fin 3 → Matrix n n ℂ) :
    (spinOrbit L).trace = 0 ∧ ((∀ a, (L a).IsHermitian) → (spinOrbit L).IsHermitian) := by
  have ht : ∀ a, (pauli a).trace = 0 := by
    intro a; fin_cases a <;> simp [pauli, trace_fin_two]
  have hp : ∀ a s t, star (pauli a t s) = pauli a s t := by
    intro a s t; fin_cases a <;> fin_cases s <;> fin_cases t <;> simp [pauli]
  refine ⟨by simp [spinOrbit, trace_sum, trace_kronecker, ht], fun hL => ?_⟩
  have h1 : ∀ a i j, star (L a j i) = L a i j := fun a i j => (hL a).apply i j
  ext ⟨i, s⟩ ⟨j, t⟩
  simp only [conjTranspose_apply, spinOrbit, Matrix.sum_apply, kroneckerMap_apply, star_sum,
    star_mul', h1, hp]

/-- `T` is additive and antilinear, conjugates inner products, and squares to `-1`. -/
theorem timeRev_antiunitary (u v : n × Fin 2 → ℂ) (c : ℂ) :
    timeRev (u + v) = timeRev u + timeRev v ∧ timeRev (c • v) = star c • timeRev v ∧
    star (timeRev u) ⬝ᵥ timeRev v = star (star u ⬝ᵥ v) ∧ timeRev (timeRev v) = -v := by
  -- in components T swaps the two spin amplitudes, with a sign
  have h0 : ∀ (w : n × Fin 2 → ℂ) (i : n), timeRev w (i, 0) = star (w (i, 1)) := by
    intro w i
    simp [timeRev, spinFlip, mulVec, dotProduct, Fintype.sum_prod_type, one_apply, pauli,
      Fin.sum_univ_two]
  have h1 : ∀ (w : n × Fin 2 → ℂ) (i : n), timeRev w (i, 1) = -star (w (i, 0)) := by
    intro w i
    simp [timeRev, spinFlip, mulVec, dotProduct, Fintype.sum_prod_type, one_apply, pauli,
      Fin.sum_univ_two]
  refine ⟨by simp [timeRev, mulVec_add], by simp [timeRev, mulVec_smul], ?_, ?_⟩
  · simp only [dotProduct, Fintype.sum_prod_type, Fin.sum_univ_two, Pi.star_apply, h0, h1,
      star_sum, star_add, star_mul', star_neg, star_star]
    exact Finset.sum_congr rfl fun i _ => by ring
  · ext ⟨i, s⟩
    fin_cases s <;> simp [h0, h1]

/-- If the `L_a` have purely imaginary entries, then `T X = X T`. -/
theorem timeRev_spinOrbit (L : Fin 3 → Matrix n n ℂ)
    (hL : ∀ a j k, star (L a j k) = -L a j k) (v : n × Fin 2 → ℂ) :
    timeRev (spinOrbit L *ᵥ v) = spinOrbit L *ᵥ timeRev v := by
  have hs : star (spinOrbit L *ᵥ v) = (spinOrbit L).map star *ᵥ star v := by
    ext x; simp [mulVec, dotProduct]
  -- the orbital factor changes sign under K
  have hX : (spinOrbit L).map star = ∑ a, (-L a) ⊗ₖ (pauli a).map star := by
    ext ⟨i, s⟩ ⟨j, t⟩
    simp only [spinOrbit, map_apply, Matrix.sum_apply, kroneckerMap_apply, star_sum,
      star_mul', hL, Matrix.neg_apply]
  -- the spin factor changes sign under i σ_y K
  have hp : ∀ a, (I • pauli 1) * (pauli a).map star = -(pauli a * (I • pauli 1)) := by
    intro a
    ext s t
    fin_cases a <;> fin_cases s <;> fin_cases t <;>
      simp [pauli, Matrix.mul_apply, Fin.sum_univ_two]
  have hU : spinFlip n * (spinOrbit L).map star = spinOrbit L * spinFlip n := by
    rw [hX]
    simp only [spinFlip, spinOrbit, Finset.mul_sum, Finset.sum_mul, ← mul_kronecker_mul, hp,
      Matrix.one_mul, Matrix.mul_one]
    refine Finset.sum_congr rfl fun a _ => ?_
    ext ⟨i, s⟩ ⟨j, t⟩
    simp only [kroneckerMap_apply, Matrix.neg_apply, neg_mul_neg]
  simp only [timeRev, hs, mulVec_mulVec, hU]

set_option maxHeartbeats 400000 in
/-- The p-orbital matrices obey the angular momentum relations, have `L² = 2`, are Hermitian
and have purely imaginary entries. -/
theorem pL_witness : IsAngMom pL ∧ ∑ a, pL a * pL a = (2 : ℂ) • 1 ∧
    (∀ a, (pL a).IsHermitian) ∧ ∀ a j k, star (pL a j k) = -pL a j k := by
  refine ⟨fun a b => ?_, ?_, fun a => ?_, fun a j k => ?_⟩
  · ext i j
    fin_cases a <;> fin_cases b <;> fin_cases i <;> fin_cases j <;>
      simp [pL, eps, Matrix.mul_apply, Fin.sum_univ_three]
  · ext i j
    fin_cases i <;> fin_cases j <;>
      norm_num [pL, eps, Matrix.mul_apply, Fin.sum_univ_three, one_apply, Fin.ext_iff]
    all_goals (simp <;> norm_num)
  · ext i j
    fin_cases a <;> fin_cases i <;> fin_cases j <;> simp [pL, eps, conjTranspose_apply]
  · fin_cases a <;> fin_cases j <;> fin_cases k <;> simp [pL, eps]

/-- For p orbitals the 6 by 6 matrix `X` is Hermitian and traceless, commutes with `T`, and
satisfies `(X - 1)(X + 2) = 0`. -/
theorem p_spinOrbit : (spinOrbit pL).IsHermitian ∧ (spinOrbit pL).trace = 0 ∧
    (∀ v, timeRev (spinOrbit pL *ᵥ v) = spinOrbit pL *ᵥ timeRev v) ∧
    (spinOrbit pL - 1) * (spinOrbit pL + (2 : ℂ) • 1) = 0 := by
  obtain ⟨hA, hC, hH, hI⟩ := pL_witness
  have hf := spinOrbit_factor pL hA 1 (by rw [hC, one_mul, one_add_one_eq_two])
  rw [one_smul, one_add_one_eq_two] at hf
  exact ⟨(spinOrbit_trace_hermitian pL).2 hH, (spinOrbit_trace_hermitian pL).1,
    timeRev_spinOrbit pL hI, hf⟩

/-- `P` and `Q` are complementary Hermitian projectors of traces 4 and 2, with `X P = P` and
`X Q = -2 Q`, and both commute with `T`. -/
theorem p_projectors :
    (projUpper * projUpper = projUpper ∧ projLower * projLower = projLower ∧
      projUpper * projLower = 0 ∧ projUpper + projLower = 1) ∧
    (projUpper.IsHermitian ∧ projLower.IsHermitian) ∧
    (projUpper.trace = 4 ∧ projLower.trace = 2) ∧
    (spinOrbit pL * projUpper = projUpper ∧ spinOrbit pL * projLower = (-2 : ℂ) • projLower) ∧
    ∀ v, timeRev (projUpper *ᵥ v) = projUpper *ᵥ timeRev v ∧
      timeRev (projLower *ᵥ v) = projLower *ᵥ timeRev v := by
  obtain ⟨hH, ht, hT, -⟩ := p_spinOrbit
  have hsq := spinOrbit_sq pL pL_witness.1
  rw [pL_witness.2.1, smul_kronecker, one_kronecker_one] at hsq
  have hadd := fun u v : Fin 3 × Fin 2 → ℂ => (timeRev_antiunitary u v 0).1
  have hsm := fun (c : ℂ) (v : Fin 3 × Fin 2 → ℂ) => (timeRev_antiunitary v v c).2.1
  have hsub : ∀ u v : Fin 3 × Fin 2 → ℂ, timeRev (u - v) = timeRev u - timeRev v := by
    intro u v; simp [timeRev, mulVec_sub]
  refine ⟨⟨?_, ?_, ?_, ?_⟩, ⟨?_, ?_⟩, ⟨?_, ?_⟩, ⟨?_, ?_⟩, fun v => ⟨?_, ?_⟩⟩
  -- the algebraic identities all reduce to X² = 2 - X
  any_goals
    (simp only [projUpper, projLower, smul_mul_assoc, mul_smul_comm, add_mul, mul_add, sub_mul,
      mul_sub, one_mul, mul_one, hsq]; module)
  · simp [IsHermitian, projUpper, hH.eq]
  · simp [IsHermitian, projLower, hH.eq]
  · norm_num [projUpper, ht]
  · norm_num [projLower, ht]
  · simp only [projUpper, smul_mulVec, add_mulVec, one_mulVec, hadd, hsm, hT]
    simp
  · simp only [projLower, smul_mulVec, sub_mulVec, one_mulVec, hsub, hsm, hT]
    simp

end

end SpinOrbitPShell
```

```lean
#print axioms SpinOrbitPShell.p_spinOrbit
#print axioms SpinOrbitPShell.p_projectors
```

```
'SpinOrbitPShell.p_spinOrbit' depends on axioms: [propext, Classical.choice, Quot.sound]
'SpinOrbitPShell.p_projectors' depends on axioms: [propext, Classical.choice, Quot.sound]
```

## Notes on the proof

`pauli_mul` checks the product rule entry by entry, with `fin_cases` running over `a`, `b` and the two matrix indices.

`spinOrbit_sq` avoids the contraction of two $\epsilon$ symbols. It extracts three commutators (`h01`, `h12`, `h20`) in the form $L_0L_1=L_1L_0+iL_2$ and its cyclic versions, and the nine Pauli products (`pd` for the squares, `p01` to `p02` for the rest). `mul_kronecker_mul`, used from right to left, turns $(L_a\otimes\sigma_a)(L_b\otimes\sigma_b)$ into $L_aL_b\otimes\sigma_a\sigma_b$. The cross terms pair up as in $L_0L_1\otimes i\sigma_2+L_1L_0\otimes(-i\sigma_2)=-L_2\otimes\sigma_2$, and `module` collects the coefficients. `spinOrbit_factor` inserts the value of $L^2$, expands the product and substitutes `hsq` for $X^2$.

`spinOrbit_trace_hermitian` uses `trace_kronecker` with the vanishing Pauli traces `ht`. For the adjoint it compares entries, using `h1` for $L_a$ and `hp` for $\sigma_a$.

In `timeRev_antiunitary`, `h0` and `h1` are the two component formulas for $T$. The inner product identity is then matched orbital by orbital with `ring`, and $T^2=-1$ is checked for each spin value.

`timeRev_spinOrbit` follows the commutation step line by line: `hs` is $\overline{Xv}=\bar X\bar v$, `hX` is the sign from the orbital factor, `hp` is the sign from the spin factor, and `hU` is $U\bar X=XU$, closed by `neg_mul_neg`.

`pL_witness` replaces the $\epsilon$ contraction by enumeration, with 81 entries for the commutators and 9 for $L^2$. `p_spinOrbit` feeds these four properties into the general lemmas, with `l` equal to 1.

In `p_projectors`, `hsq` is $X^2=2-X$, and the `any_goals` line settles with it and `module` the four projector identities together with $XP=P$ and $XQ=-2Q$. Hermiticity uses `hH` and the traces use `ht`. For the commutation with $T$, `hadd`, `hsub` and `hsm` move $T$ through sums, differences and scalars, `hT` moves it through $X$, and the last `simp` removes the conjugation from the real coefficients $1/3$ and $2$.
